# N distinct undamped phonon resonances give N + 1 polariton frequencies at each nonzero wave number

## Polaritons away from the poles

Light in an isotropic, nonmagnetic polar crystal mixes with transverse optical phonons, and we want to know how many mixed modes, or polaritons, exist at a given wave number $k$ for each transverse polarisation. Their frequencies solve an equation containing the permittivity, which has no value at a phonon pole, so we count only solutions off the poles. This must be said explicitly in Lean, where division by zero returns zero and the equation could hold at a pole by accident.

Let $u=\omega^2$ be the squared frequency, in units with $c=1$. For $N$ phonons,

$$\varepsilon(u)=e+\sum_j\frac{S_j}{T_j-u},\qquad u\,\varepsilon(u)=k^2 .$$

Here $e$ is the textbook $\varepsilon_\infty$, $T_j$ is a squared transverse phonon frequency, and $S_j$ is the phonon's contribution to the static permittivity times $T_j$. We take $e,k,S_j,T_j>0$ and the $T_j$ distinct. Positivity of $e$ and $S_j$ expresses a positive electronic background and phonons that couple to light.

## Counting the solutions

Put $P(u)=\prod_j(u-T_j)$ and clear denominators:

$$F(u)=(eu-k^2)P(u)-\sum_j S_j\,u\prod_{i\ne j}(u-T_i).$$

The degree is $N+1$, since only $e\,u\,P(u)$ reaches it. Off the poles, $F=P\,(u\varepsilon-k^2)$. At a pole, $F(T_m)=-S_mT_m\prod_{i\neq m}(T_m-T_i)\neq0$. So every root of $F$ solves the dispersion relation.

**Roots are real.** For complex $z$, write $z/(T_j-z)=T_j/(T_j-z)-1$. Then

$$\operatorname{Im}(z\varepsilon(z))=\operatorname{Im}z\,\Big(e+\sum_j\frac{S_jT_j}{|T_j-z|^2}\Big).$$

At a root the left side is $\operatorname{Im}k^2=0$, and the bracket is positive, so $\operatorname{Im}z=0$.

**Roots are positive.** If $u\le0$, then $\varepsilon(u)>0$ and $u\varepsilon(u)\le0<k^2$.

**Roots are simple.** The same rewriting gives $(u\varepsilon)'=e+\sum_j S_jT_j/(T_j-u)^2>0$. At a root, $F'=P\,(u\varepsilon)'\ne0$.

By the fundamental theorem of algebra, $F$ has exactly $N+1$ distinct roots, all positive. Call their set $B$.

## The reciprocal sum

Since $F(u)=e\prod_{a\in B}(u-a)$, we have $F'(0)/F(0)=-\sum_{a\in B}1/a$. The dispersion form gives $F(0)=-k^2P(0)$ and $F'(0)=-k^2P'(0)+P(0)\varepsilon(0)$, because the slope of $u\varepsilon$ at zero is $e+\sum_j S_j/T_j=\varepsilon(0)$. With $P'(0)/P(0)=-\sum_j1/T_j$,

$$\sum_{a\in B}\frac1a=\frac{\varepsilon(0)}{k^2}+\sum_j\frac1{T_j}.$$

Each reciprocal is at most the whole sum, so every polariton obeys $u\ge k^2/(\varepsilon(0)+k^2\sum_j1/T_j)$.

In calculations with this lossless, finite-pole model, a count below $N+1$ reveals a missed root, and the sum checks the values found.

## No phonon and one phonon

For $N=0$ the only solution is $u=k^2/e$, and the lower bound is an equality. For $N=1$ the equation becomes $eu^2-(eT+S+k^2)u+k^2T=0$. The sum of its roots over their product is $(eT+S+k^2)/(k^2T)=\varepsilon(0)/k^2+1/T$.

## The statement in Lean

The phonons are indexed by a finite type `ι`, so $N$ is `Fintype.card ι`, and `hinj` says that the $T_j$ are distinct. `IsPolariton` collects positivity, avoidance of the poles and the dispersion relation. `polariton_branches` provides a finite set `B` whose members are exactly the polaritons, with its size and reciprocal sum. It treats each $k$ separately; continuity of the branches in $k$ is not part of it.

The step to a real crystal is the assumption that its transverse response is this scalar, undamped permittivity, independent of $k$. Each solution is counted once, without polarisation degeneracy.

Polaritons could also be defined as roots of $F$. Under the present hypotheses that gives the same set, but if two $T_j$ coincided, $F$ would also vanish at their shared pole.

```lean
import Mathlib

open Polynomial

namespace PolaritonBranches

noncomputable section

variable {ι K : Type*} [Fintype ι] [Field K]

/-- Permittivity `e + ∑ S j / (T j - u)` of a lossless crystal as a function of the squared
frequency `u`, for `u` different from every squared phonon frequency `T j`. -/
def permittivity (e : K) (S T : ι → K) (u : K) : K := e + ∑ j, S j / (T j - u)

/-- The squared frequency `u` is a polariton at wave number `k` (units with `c = 1`): it is
positive, off the phonon poles, and satisfies the dispersion relation `u eps(u) = k ^ 2`. -/
def IsPolariton (e k : ℝ) (S T : ι → ℝ) (u : ℝ) : Prop :=
  0 < u ∧ (∀ j, u ≠ T j) ∧ u * permittivity e S T u = k ^ 2

/-- The monic polynomial whose roots are the squared phonon frequencies `T j`. -/
def phononPoly (T : ι → K) : K[X] := ∏ j, (X - C (T j))

/-- The dispersion relation `u eps(u) - k ^ 2` multiplied by the phonon polynomial. -/
def secular [DecidableEq ι] (e k : K) (S T : ι → K) : K[X] :=
  (C e * X - C k ^ 2) * phononPoly T
    - ∑ j, C (S j) * (X * ∏ i ∈ Finset.univ.erase j, (X - C (T i)))

/-- For real parameters, the imaginary part of `z eps(z)` is `Im z` times
`e + ∑ S j T j / |T j - z| ^ 2`. -/
theorem im_mul_permittivity (e : ℝ) (S T : ι → ℝ) (z : ℂ) :
    (z * permittivity (e : ℂ) (fun j => (S j : ℂ)) (fun j => (T j : ℂ)) z).im
      = z.im * (e + ∑ j, S j * T j / Complex.normSq (T j - z)) := by
  have h : ∀ j, (z * ((S j : ℂ) / (T j - z))).im
      = z.im * (S j * T j / Complex.normSq (T j - z)) := by
    intro j
    simp only [Complex.mul_im, Complex.div_re, Complex.div_im, Complex.sub_re, Complex.sub_im,
      Complex.ofReal_re, Complex.ofReal_im]
    ring
  simp only [permittivity, mul_add, Finset.mul_sum, Complex.add_im, Complex.im_sum, h]
  simp [Complex.mul_im]

/-- Off the phonon poles, `u eps(u)` has slope `e + ∑ S j T j / (T j - u) ^ 2`. -/
theorem hasDerivAt_dispersion {e u : ℝ} {S T : ι → ℝ} (hu : ∀ j, u ≠ T j) :
    HasDerivAt (fun x => x * permittivity e S T x)
      (e + ∑ j, S j * T j / (T j - u) ^ 2) u := by
  have h : ∀ j, HasDerivAt (fun x => S j / (T j - x)) (S j / (T j - u) ^ 2) u := fun j =>
    ((hasDerivAt_const u (S j)).fun_div ((hasDerivAt_id' u).const_sub (T j))
      (sub_ne_zero.2 (hu j).symm)).congr_deriv (by ring)
  have hs : HasDerivAt (fun x => ∑ j, S j / (T j - x)) (∑ j, S j / (T j - u) ^ 2) u :=
    HasDerivAt.fun_sum fun j _ => h j
  have hsum : ∑ j, S j * T j / (T j - u) ^ 2
      = ∑ j, S j / (T j - u) + u * ∑ j, S j / (T j - u) ^ 2 := by
    rw [Finset.mul_sum, ← Finset.sum_add_distrib]
    refine Finset.sum_congr rfl fun j _ => ?_
    have hx : S j / (T j - u) = S j * (T j - u) / (T j - u) ^ 2 := by
      rw [pow_two, mul_div_mul_right _ _ (sub_ne_zero.2 (hu j).symm)]
    rw [hx]
    ring
  refine ((hasDerivAt_id' u).fun_mul (hs.const_add e)).congr_deriv ?_
  show 1 * (e + ∑ j, S j / (T j - u)) + u * ∑ j, S j / (T j - u) ^ 2 = _
  rw [hsum]
  ring

/-- For nonzero numbers `f i`, the derivative at zero of `∏ (X - f i)` is minus the sum of the
reciprocals `1 / f i` times the value at zero. -/
theorem derivative_prod_zero {α : Type*} (s : Finset α) (f : α → ℝ) (hf : ∀ i ∈ s, f i ≠ 0) :
    eval 0 (derivative (∏ i ∈ s, (X - C (f i))))
      = -(∑ i ∈ s, 1 / f i) * eval 0 (∏ i ∈ s, (X - C (f i))) := by
  classical
  induction s using Finset.induction_on with
  | empty => simp
  | insert a s ha ih =>
    have h := ih fun i hi => hf i (Finset.mem_insert_of_mem hi)
    have h1 : 1 / f a * f a = 1 := one_div_mul_cancel (hf a (Finset.mem_insert_self a s))
    rw [Finset.prod_insert ha, Finset.sum_insert ha, derivative_mul, derivative_X_sub_C]
    simp only [eval_add, eval_mul, eval_one, eval_sub, eval_X, eval_C]
    linear_combination (-f a) * h - eval 0 (∏ i ∈ s, (X - C (f i))) * h1

lemma phononPoly_ne {T : ι → K} {u : K} (hu : ∀ j, u ≠ T j) : eval u (phononPoly T) ≠ 0 := by
  rw [phononPoly, eval_prod]
  exact Finset.prod_ne_zero_iff.2 fun j _ => by simpa [sub_eq_zero] using hu j

variable [DecidableEq ι]

/-- Off the phonon poles, the secular polynomial is the phonon polynomial times
`u eps(u) - k ^ 2`. -/
theorem secular_eval {e k u : K} {S T : ι → K} (hu : ∀ j, u ≠ T j) :
    eval u (secular e k S T)
      = eval u (phononPoly T) * (u * permittivity e S T u - k ^ 2) := by
  have h : ∀ j, ∏ i ∈ Finset.univ.erase j, (u - T i) = (∏ i, (u - T i)) / (u - T j) := by
    intro j
    rw [eq_div_iff (sub_ne_zero.2 (hu j))]
    exact Finset.prod_erase_mul Finset.univ (fun i => u - T i) (Finset.mem_univ j)
  have hs : ∑ j, S j * (u * ((∏ i, (u - T i)) / (u - T j)))
      = -((∏ i, (u - T i)) * u * ∑ j, S j / (T j - u)) := by
    rw [Finset.mul_sum, ← Finset.sum_neg_distrib]
    refine Finset.sum_congr rfl fun j _ => ?_
    rw [← neg_sub u (T j), div_neg]
    ring
  simp only [secular, phononPoly, permittivity, eval_sub, eval_mul, eval_pow, eval_C, eval_X,
    Polynomial.eval_finsetSum, eval_prod, h, hs]
  ring

lemma secular_natDegree {e k : ℝ} {S T : ι → ℝ} (he : 0 < e) :
    (secular e k S T).natDegree = Fintype.card ι + 1 := by
  have hm : ∀ s : Finset ι, (∏ i ∈ s, (X - C (T i))).Monic := fun s =>
    monic_prod_of_monic _ _ fun i _ => monic_X_sub_C (T i)
  have hd : ∀ s : Finset ι, (∏ i ∈ s, (X - C (T i))).natDegree = s.card := fun s => by
    rw [natDegree_prod_of_monic _ _ fun i _ => monic_X_sub_C (T i)]
    simp
  have hsplit : secular e k S T = C e * (X * phononPoly T) - (C (k ^ 2) * phononPoly T
      + ∑ j, C (S j) * (X * ∏ i ∈ Finset.univ.erase j, (X - C (T i)))) := by
    rw [secular, C_pow]
    ring
  have hl : (C e * (X * phononPoly T)).natDegree = Fintype.card ι + 1 := by
    rw [natDegree_C_mul he.ne', phononPoly, monic_X.natDegree_mul (hm _), hd, natDegree_X,
      Finset.card_univ, add_comm]
  have hr : (C (k ^ 2) * phononPoly T + ∑ j, C (S j) *
      (X * ∏ i ∈ Finset.univ.erase j, (X - C (T i)))).natDegree ≤ Fintype.card ι := by
    refine natDegree_add_le_of_degree_le ((natDegree_C_mul_le _ _).trans (hd _).le)
      (natDegree_sum_le_of_forall_le _ _ fun j _ => (natDegree_C_mul_le _ _).trans ?_)
    rw [monic_X.natDegree_mul (hm _), hd, natDegree_X, add_comm,
      Finset.card_erase_add_one (Finset.mem_univ j), Finset.card_univ]
  rw [hsplit, natDegree_sub_eq_left_of_natDegree_lt (by omega), hl]

lemma secular_pole_ne {e k : ℝ} {S T : ι → ℝ} (hS : ∀ j, 0 < S j) (hT : ∀ j, 0 < T j)
    (hinj : Function.Injective T) (m : ι) : eval (T m) (secular e k S T) ≠ 0 := by
  have h0 : ∏ j, (T m - T j) = 0 := Finset.prod_eq_zero (Finset.mem_univ m) (sub_self _)
  have h1 : ∑ j, S j * (T m * ∏ i ∈ Finset.univ.erase j, (T m - T i))
      = S m * (T m * ∏ i ∈ Finset.univ.erase m, (T m - T i)) := by
    refine Finset.sum_eq_single m (fun j _ hj => ?_) fun h => absurd (Finset.mem_univ m) h
    have hz : ∏ i ∈ Finset.univ.erase j, (T m - T i) = 0 :=
      Finset.prod_eq_zero (Finset.mem_erase.2 ⟨hj.symm, Finset.mem_univ m⟩) (sub_self _)
    rw [hz, mul_zero, mul_zero]
  simp only [secular, phononPoly, eval_sub, eval_mul, eval_pow, eval_C, eval_X,
    Polynomial.eval_finsetSum, eval_prod, h0, h1]
  rw [mul_zero, zero_sub, neg_ne_zero]
  exact mul_ne_zero (hS m).ne' (mul_ne_zero (hT m).ne' (Finset.prod_ne_zero_iff.2
    fun i hi => sub_ne_zero.2 fun h => Finset.ne_of_mem_erase hi (hinj h).symm))

lemma secular_derivative {e k u : ℝ} {S T : ι → ℝ} (hu : ∀ j, u ≠ T j) :
    eval u (derivative (secular e k S T))
      = eval u (derivative (phononPoly T)) * (u * permittivity e S T u - k ^ 2)
        + eval u (phononPoly T) * (e + ∑ j, S j * T j / (T j - u) ^ 2) := by
  have hev : ∀ᶠ x in nhds u, ∀ j, x ≠ T j :=
    Filter.eventually_all.2 fun j => eventually_ne_nhds (hu j)
  exact ((secular e k S T).hasDerivAt u).unique
    ((((phononPoly T).hasDerivAt u).fun_mul
      ((hasDerivAt_dispersion hu).sub_const (k ^ 2))).congr_of_eventuallyEq
        (hev.mono fun x hx => secular_eval hx))

/-- For positive `e`, `k`, `S j` and distinct positive `T j`, the real roots of the secular
polynomial are exactly the polaritons. -/
theorem secular_root_iff {e k u : ℝ} {S T : ι → ℝ} (he : 0 < e) (hk : 0 < k)
    (hS : ∀ j, 0 < S j) (hT : ∀ j, 0 < T j) (hinj : Function.Injective T) :
    eval u (secular e k S T) = 0 ↔ IsPolariton e k S T u := by
  constructor
  · intro h
    have hu : ∀ j, u ≠ T j := fun j hj => secular_pole_ne hS hT hinj j (hj ▸ h)
    rw [secular_eval hu] at h
    have hd := sub_eq_zero.1 ((mul_eq_zero.1 h).resolve_left (phononPoly_ne hu))
    refine ⟨?_, hu, hd⟩
    -- for u ≤ 0 the permittivity is positive, so u eps(u) cannot reach k ^ 2
    by_contra hn
    have hn' := not_lt.1 hn
    have hp : 0 < permittivity e S T u := add_pos_of_pos_of_nonneg he
      (Finset.sum_nonneg fun j _ => div_nonneg (hS j).le (by linarith [hT j]))
    nlinarith [pow_pos hk 2, mul_nonneg (neg_nonneg.2 hn') hp.le]
  · rintro ⟨_, hu, hd⟩
    rw [secular_eval hu, hd, sub_self, mul_zero]

lemma secular_complex_root {e k : ℝ} {S T : ι → ℝ} (he : 0 < e) (hS : ∀ j, 0 < S j)
    (hT : ∀ j, 0 < T j) {z : ℂ}
    (hz : eval z ((secular e k S T).map Complex.ofRealHom) = 0) : z.im = 0 := by
  have hmap : (secular e k S T).map Complex.ofRealHom
      = secular (e : ℂ) (k : ℂ) (fun j => (S j : ℂ)) (fun j => (T j : ℂ)) := by
    simp [secular, phononPoly, Polynomial.map_sum, Polynomial.map_prod]
  by_cases hu : ∀ j, z ≠ (T j : ℂ)
  · rw [hmap, secular_eval hu] at hz
    have hd := sub_eq_zero.1 ((mul_eq_zero.1 hz).resolve_left (phononPoly_ne hu))
    have him := im_mul_permittivity e S T z
    rw [hd, ← Complex.ofReal_pow, Complex.ofReal_im] at him
    have hp : 0 < e + ∑ j, S j * T j / Complex.normSq (T j - z) :=
      add_pos_of_pos_of_nonneg he (Finset.sum_nonneg fun j _ =>
        div_nonneg (mul_pos (hS j) (hT j)).le (Complex.normSq_nonneg _))
    exact (mul_eq_zero.1 him.symm).resolve_right hp.ne'
  · obtain ⟨j, hj⟩ := not_forall.1 hu
    rw [not_not.1 hj, Complex.ofReal_im]

lemma secular_factor {e k : ℝ} {S T : ι → ℝ} (he : 0 < e) (hk : 0 < k)
    (hS : ∀ j, 0 < S j) (hT : ∀ j, 0 < T j) (hinj : Function.Injective T) :
    ∃ (B : Finset ℝ) (c : ℝ), B.card = Fintype.card ι + 1 ∧
      (∀ u, u ∈ B ↔ eval u (secular e k S T) = 0) ∧
      secular e k S T = (∏ a ∈ B, (X - C a)) * C c := by
  have hdeg := secular_natDegree (k := k) (S := S) (T := T) he
  have hF : secular e k S T ≠ 0 := fun h => by simp [h] at hdeg
  -- the positive slope of u eps(u) makes every root simple
  have hnd : (secular e k S T).roots.Nodup := by
    refine Multiset.nodup_iff_count_le_one.2 fun u => ?_
    rw [count_roots]
    by_contra hc
    obtain ⟨h0, h1⟩ := (one_lt_rootMultiplicity_iff_isRoot hF).1 (not_le.1 hc)
    obtain ⟨_, hu, hd⟩ := (secular_root_iff he hk hS hT hinj).1 h0
    have h2 : eval u (derivative (secular e k S T)) = 0 := h1
    rw [secular_derivative hu, hd, sub_self, mul_zero, zero_add] at h2
    have hp : 0 < e + ∑ j, S j * T j / (T j - u) ^ 2 :=
      add_pos_of_pos_of_nonneg he (Finset.sum_nonneg fun j _ =>
        div_nonneg (mul_pos (hS j) (hT j)).le (sq_nonneg _))
    exact mul_ne_zero (phononPoly_ne hu) hp.ne' h2
  obtain ⟨q, hfac, hcard, hqr⟩ := exists_prod_multiset_X_sub_C_mul (secular e k S T)
  -- a nonconstant cofactor would have a complex root, which is real: a contradiction
  have hq : q.natDegree = 0 := by
    by_contra hq
    have hpos : 0 < (q.map Complex.ofRealHom).degree := by
      rw [degree_map]
      exact natDegree_pos_iff_degree_pos.1 (Nat.pos_of_ne_zero hq)
    obtain ⟨z, hz⟩ := Complex.exists_root hpos
    have hz' : eval z (q.map Complex.ofRealHom) = 0 := hz
    have him : z.im = 0 := by
      refine secular_complex_root (k := k) he hS hT ?_
      rw [← hfac, Polynomial.map_mul, eval_mul, hz', mul_zero]
    have hr : Complex.ofRealHom z.re = z := Complex.ext (by simp) (by simp [him])
    rw [← hr, eval_map, eval₂_at_apply] at hz'
    have hre : eval z.re q = 0 := Complex.ofRealHom.injective (by rw [hz', map_zero])
    have hmem : z.re ∈ q.roots :=
      (mem_roots fun h => hq (by rw [h, natDegree_zero])).2 hre
    simp [hqr] at hmem
  refine ⟨⟨(secular e k S T).roots, hnd⟩, q.coeff 0, ?_, fun u => ?_, ?_⟩
  · show Multiset.card (secular e k S T).roots = _
    omega
  · exact Finset.mem_mk.trans (mem_roots hF)
  · rw [← eq_C_of_natDegree_eq_zero hq]
    exact hfac.symm

/-- For positive `e`, `k`, `S j` and distinct positive `T j`, a crystal with `N` phonons has
exactly `N + 1` polaritons at wave number `k`, and the reciprocals of their squared frequencies
sum to `eps(0) / k ^ 2 + ∑ 1 / T j`. -/
theorem polariton_branches {e k : ℝ} {S T : ι → ℝ} (he : 0 < e) (hk : 0 < k)
    (hS : ∀ j, 0 < S j) (hT : ∀ j, 0 < T j) (hinj : Function.Injective T) :
    ∃ B : Finset ℝ, (∀ u, u ∈ B ↔ IsPolariton e k S T u) ∧ B.card = Fintype.card ι + 1 ∧
      ∑ u ∈ B, 1 / u = permittivity e S T 0 / k ^ 2 + ∑ j, 1 / T j := by
  obtain ⟨B, c, hcard, hroot, hfac⟩ := secular_factor he hk hS hT hinj
  have hB : ∀ u, u ∈ B ↔ IsPolariton e k S T u := fun u =>
    (hroot u).trans (secular_root_iff he hk hS hT hinj)
  refine ⟨B, hB, hcard, ?_⟩
  have h0 : ∀ j, (0 : ℝ) ≠ T j := fun j => (hT j).ne
  -- logarithmic derivative at u = 0 from the factorised form
  have h1 : eval 0 (derivative (secular e k S T))
      = -(∑ u ∈ B, 1 / u) * eval 0 (secular e k S T) := by
    have hA := derivative_prod_zero B (fun u => u) fun u hu => ((hB u).1 hu).1.ne'
    rw [hfac, derivative_mul, derivative_C, mul_zero, add_zero, eval_mul, eval_mul, hA]
    ring
  -- and from the dispersion relation
  have hP : eval 0 (derivative (phononPoly T))
      = -(∑ j, 1 / T j) * eval 0 (phononPoly T) :=
    derivative_prod_zero Finset.univ T fun j _ => (hT j).ne'
  have hs : e + ∑ j, S j * T j / (T j - 0) ^ 2 = permittivity e S T 0 := by
    unfold permittivity
    congr 1
    refine Finset.sum_congr rfl fun j _ => ?_
    rw [sub_zero, pow_two, mul_div_mul_right _ _ (hT j).ne']
  rw [secular_derivative h0, secular_eval h0, hP, hs] at h1
  have h2 : (∑ u ∈ B, 1 / u) * k ^ 2
      = permittivity e S T 0 + (∑ j, 1 / T j) * k ^ 2 :=
    mul_left_cancel₀ (phononPoly_ne h0) (by linear_combination (-1 : ℝ) * h1)
  rw [← sub_eq_iff_eq_add, eq_div_iff (pow_pos hk 2).ne']
  linear_combination h2

/-- For positive `e`, `k`, `S j` and distinct positive `T j`, every polariton has squared
frequency at least `k ^ 2 / (eps(0) + k ^ 2 ∑ 1 / T j)`. -/
theorem polariton_lower_bound {e k u : ℝ} {S T : ι → ℝ} (he : 0 < e) (hk : 0 < k)
    (hS : ∀ j, 0 < S j) (hT : ∀ j, 0 < T j) (hinj : Function.Injective T)
    (hu : IsPolariton e k S T u) :
    k ^ 2 / (permittivity e S T 0 + k ^ 2 * ∑ j, 1 / T j) ≤ u := by
  obtain ⟨B, hB, _, hsum⟩ := polariton_branches he hk hS hT hinj
  -- one reciprocal is at most the sum of all of them
  have hle : 1 / u ≤ ∑ v ∈ B, 1 / v :=
    Finset.single_le_sum (f := fun v : ℝ => 1 / v)
      (fun v hv => (one_div_pos.2 ((hB v).1 hv).1).le) ((hB u).2 hu)
  rw [hsum] at hle
  have hk0 : k ≠ 0 := hk.ne'
  have aux : ∀ a b : ℝ, k ^ 2 * (a / k ^ 2 + b) = a + k ^ 2 * b := fun a b => by field_simp
  have hD : k ^ 2 / u ≤ permittivity e S T 0 + k ^ 2 * ∑ j, 1 / T j := by
    rw [← aux, div_eq_mul_one_div]
    exact mul_le_mul_of_nonneg_left hle (sq_nonneg k)
  have hpos := (div_pos (pow_pos hk 2) hu.1).trans_le hD
  rw [div_le_iff₀ hu.1] at hD
  rw [div_le_iff₀ hpos]
  linarith

end

end PolaritonBranches
```

```lean
#print axioms PolaritonBranches.polariton_branches
#print axioms PolaritonBranches.polariton_lower_bound
```

```
'PolaritonBranches.polariton_branches' depends on axioms: [propext, Classical.choice, Quot.sound]
'PolaritonBranches.polariton_lower_bound' depends on axioms: [propext, Classical.choice, Quot.sound]
```

## From the polynomial to the branches

`secular` is $F$ and `phononPoly` is $P$. `secular_eval` proves the factorisation off the poles, where `phononPoly_ne` gives $P\neq0$; `secular_pole_ne` evaluates $F$ at a pole, and `secular_natDegree` finds the degree by separating the leading term.

`im_mul_permittivity` computes the imaginary part term by term, and `secular_complex_root` concludes that roots are real. `secular_root_iff` adds positivity and identifies real roots with polaritons. `hasDerivAt_dispersion` supplies the slope; `secular_derivative` transfers it to $F$, using that the factorisation holds throughout a neighbourhood of $u$.

`secular_factor` does the counting. A repeated root would make $F'$ vanish, contradicting the positive slope. Dividing out all real roots leaves a cofactor `q` with none. If `q` were not constant, it would have a complex root, which would be real: a contradiction.

`derivative_prod_zero` obtains the logarithmic derivative at zero by induction on the factors. `polariton_branches` applies it to both $F$ and $P$, cancels $P(0)$ and divides by $k^2$. `polariton_lower_bound` then compares one positive reciprocal with the sum, through `Finset.single_le_sum`.
